# Invariance under a 120° rotation makes a planar rank-four elastic tensor isotropic

Stretch a graphene sheet slightly along a zigzag row of atoms, then along an armchair direction. The two directions are 30° apart, and no symmetry of the lattice carries one into the other. Does the sheet respond with the same stiffness?

The problems below answer this for linear, in-plane elasticity under uniform strain. Bending and nonlinear response are not covered. The physical input is that the elastic tensor inherits the rotation symmetry of the crystal; this is assumed, not derived from a microscopic model.

## Tensors, rotations and two anisotropy amplitudes

```lean
import Mathlib

open Matrix

namespace HexagonalSheetElasticity

noncomputable section
```

The elastic tensor $C_{ijkl}$ relates stress to strain, $\sigma_{ij}=\sum_{kl}C_{ijkl}\varepsilon_{kl}$. Its indices take the values 0 and 1, so it has sixteen real components.

```lean
/-- Real rank-four tensors on the plane, given by their Cartesian components. -/
abbrev Tensor4 := Fin 2 → Fin 2 → Fin 2 → Fin 2 → ℝ
```

Stress is symmetric, which gives the minor symmetry $C_{ijkl}=C_{jikl}$. The existence of an elastic energy gives the major symmetry $C_{ijkl}=C_{klij}$. `HookeSymmetric` contains exactly these two conditions, with no requirement of mechanical stability. The symbol `δ` is the identity matrix, that is, the Kronecker delta.

```lean
local notation "δ" => (1 : Matrix (Fin 2) (Fin 2) ℝ)

/-- The minor and major index symmetries of an elastic tensor. -/
structure HookeSymmetric (C : Tensor4) : Prop where
  minor : ∀ i j k l, C i j k l = C j i k l
  major : ∀ i j k l, C i j k l = C k l i j
```

Let $R$ be the matrix of the counterclockwise rotation by $\theta$, in radians.

```lean
/-- The matrix of the plane rotation by the angle `θ`. -/
def rotation (θ : ℝ) : Matrix (Fin 2) (Fin 2) ℝ :=
  !![Real.cos θ, -Real.sin θ; Real.sin θ, Real.cos θ]
```

Rotating the sheet contracts each index with $R$:
$$C'_{ijkl}=\sum_{abcd}R_{ia}R_{jb}R_{kc}R_{ld}\,C_{abcd}.$$

```lean
/-- The elastic tensor of the sheet after it has been rotated by the angle `θ`. -/
def rotate (θ : ℝ) (C : Tensor4) : Tensor4 := fun i j k l =>
  ∑ a, ∑ b, ∑ c, ∑ d,
    rotation θ i a * rotation θ j b * rotation θ k c * rotation θ l d * C a b c d
```

For real constants $\lambda$ and $\mu$, the Lamé tensor is $\lambda\delta_{ij}\delta_{kl}+\mu(\delta_{ik}\delta_{jl}+\delta_{il}\delta_{jk})$.

```lean
/-- The isotropic elastic tensor with Lamé constants `lam` and `mu`. -/
def lame (lam mu : ℝ) : Tensor4 := fun i j k l =>
  lam * δ i j * δ k l + mu * (δ i k * δ j l + δ i l * δ j k)
```

In Voigt notation the index pairs 00, 11 and 01 are written 1, 2 and 6, so that $C_{16}=C_{0001}$, $C_{26}=C_{1101}$ and $C_{66}=C_{0101}$. Two complex numbers measure anisotropy:
$$A_2=C_{11}-C_{22}+2\mathrm{i}(C_{16}+C_{26}),$$
$$A_4=C_{11}+C_{22}-2C_{12}-4C_{66}+4\mathrm{i}(C_{16}-C_{26}).$$
In Lean they are `twofold` and `fourfold`, each given by its real and imaginary parts.

```lean
/-- The twofold anisotropy amplitude `(C11 - C22) + 2i (C16 + C26)`. -/
def twofold (C : Tensor4) : ℂ :=
  ⟨C 0 0 0 0 - C 1 1 1 1, 2 * (C 0 0 0 1 + C 1 1 0 1)⟩

/-- The fourfold anisotropy amplitude `(C11 + C22 - 2 C12 - 4 C66) + 4i (C16 - C26)`. -/
def fourfold (C : Tensor4) : ℂ :=
  ⟨C 0 0 0 0 + C 1 1 1 1 - 2 * C 0 0 1 1 - 4 * C 0 1 0 1, 4 * (C 0 0 0 1 - C 1 1 0 1)⟩
```

## (a) From sixteen components to six

Show that the index symmetries express every component through $C_{11},C_{22},C_{12},C_{16},C_{26},C_{66}$:
$$\begin{aligned}
C_{0100}=C_{1000}=C_{0010}&=C_{16}, & C_{1100}&=C_{12},\\
C_{0111}=C_{1011}=C_{1110}&=C_{26}, & C_{1001}=C_{0110}=C_{1010}&=C_{66}.
\end{aligned}$$

The second pair can also be swapped, because $C_{ijkl}=C_{klij}=C_{lkij}=C_{ijlk}$. Only the unordered pairs 00, 11 and 01 therefore matter, and the major symmetry makes the $3\times3$ array of pairs symmetric. This leaves six entries.

The theorem lists the ten equalities, and its proof chains the two symmetries in the same way.

```lean
/-- The index symmetries reduce the sixteen components to the six Voigt constants
C11, C22, C12, C16, C26 and C66. -/
theorem HookeSymmetric.components {C : Tensor4} (hC : HookeSymmetric C) :
    C 0 1 0 0 = C 0 0 0 1 ∧ C 1 0 0 0 = C 0 0 0 1 ∧ C 0 0 1 0 = C 0 0 0 1 ∧
    C 1 1 0 0 = C 0 0 1 1 ∧ C 0 1 1 1 = C 1 1 0 1 ∧ C 1 0 1 1 = C 1 1 0 1 ∧
    C 1 1 1 0 = C 1 1 0 1 ∧ C 1 0 0 1 = C 0 1 0 1 ∧ C 0 1 1 0 = C 0 1 0 1 ∧
    C 1 0 1 0 = C 0 1 0 1 := by
  have a := hC.major 0 1 0 0
  have b := (hC.minor 1 0 0 0).trans a
  have d := hC.major 0 1 1 1
  have e := (hC.minor 1 0 1 1).trans d
  have g := hC.minor 1 0 0 1
  have h := (hC.major 0 1 1 0).trans g
  exact ⟨a, b, (hC.major 0 0 1 0).trans b, hC.major 1 1 0 0, d, e,
    (hC.major 1 1 1 0).trans e, g, h, (hC.minor 1 0 1 0).trans h⟩
```

## (b) How the amplitudes turn

Let $C$ have the index symmetries. Show that a rotation by $\theta$ changes the amplitudes only by phases:
$$A_2'=e^{2\mathrm{i}\theta}A_2,\qquad A_4'=e^{4\mathrm{i}\theta}A_4.$$

Take the complex vector $m=(1,\mathrm{i})$. Then
$$\sum_i m_iR_{i0}=\cos\theta+\mathrm{i}\sin\theta=e^{\mathrm{i}\theta}m_0,$$
$$\sum_i m_iR_{i1}=-\sin\theta+\mathrm{i}\cos\theta=e^{\mathrm{i}\theta}m_1.$$
Using (a), expansion gives
$$\sum_{ijk}m_im_jC_{ijkk}=A_2,\qquad \sum_{ijkl}m_im_jm_km_lC_{ijkl}=A_4.$$
The rotated tensor has the same index symmetries, so both formulas apply to it as well. Each $m$ contributes a factor $e^{\mathrm{i}\theta}$. In $A_2$ the remaining two rotation matrices cancel, since $\sum_kR_{kc}R_{kd}=\delta_{cd}$. This leaves two factors for $A_2$ and four for $A_4$.

Lean compares real and imaginary parts after expanding all sums. For $A_2$, `linear_combination` uses $\sin^2\theta+\cos^2\theta=1$, which does the work of the cancelled pair. For $A_4$ both sides have degree four in sine and cosine, and `ring` suffices.

```lean
/-- For a tensor with the elastic index symmetries, rotation by `θ` multiplies the twofold amplitude
by `exp(2iθ)` and the fourfold amplitude by `exp(4iθ)`. -/
theorem amplitudes_rotate {C : Tensor4} (hC : HookeSymmetric C) (θ : ℝ) :
    twofold (rotate θ C) = Complex.exp (((2 * θ : ℝ) : ℂ) * Complex.I) * twofold C ∧
    fourfold (rotate θ C) = Complex.exp (((4 * θ : ℝ) : ℂ) * Complex.I) * fourfold C := by
  obtain ⟨s1, s2, s3, s4, s5, s6, s7, s8, s9, s10⟩ := hC.components
  obtain ⟨r1, r2, r3, r4⟩ : rotation θ 0 0 = Real.cos θ ∧ rotation θ 0 1 = -Real.sin θ ∧
      rotation θ 1 0 = Real.sin θ ∧ rotation θ 1 1 = Real.cos θ := by simp [rotation]
  have hp := Real.sin_sq_add_cos_sq θ
  rw [show 2 * θ = θ + θ by ring, show 4 * θ = (θ + θ) + (θ + θ) by ring]
  refine ⟨Complex.ext ?_ ?_, Complex.ext ?_ ?_⟩
  all_goals
    simp only [Complex.mul_re, Complex.mul_im, Complex.exp_ofReal_mul_I_re,
      Complex.exp_ofReal_mul_I_im, Real.cos_add, Real.sin_add, twofold, fourfold, rotate,
      Fin.sum_univ_two, r1, r2, r3, r4, s1, s2, s3, s4, s5, s6, s7, s8, s9, s10]
  · linear_combination ((Real.cos θ ^ 2 - Real.sin θ ^ 2) * (C 0 0 0 0 - C 1 1 1 1)
      - 4 * Real.cos θ * Real.sin θ * (C 0 0 0 1 + C 1 1 0 1)) * hp
  · linear_combination (2 * Real.cos θ * Real.sin θ * (C 0 0 0 0 - C 1 1 1 1)
      + 2 * (Real.cos θ ^ 2 - Real.sin θ ^ 2) * (C 0 0 0 1 + C 1 1 0 1)) * hp
  · ring
  · ring
```

## (c) Lamé tensors do not notice rotations

Show that, for all $\theta$, $\lambda$ and $\mu$,
$$C=\lambda\delta_{ij}\delta_{kl}+\mu(\delta_{ik}\delta_{jl}+\delta_{il}\delta_{jk})\quad\Longrightarrow\quad C'=C.$$

Orthogonality reads $\sum_aR_{ia}R_{ja}=\delta_{ij}$. Hence
$$\sum_{abcd}R_{ia}R_{jb}R_{kc}R_{ld}\,\delta_{ab}\delta_{cd}=\delta_{ij}\delta_{kl}.$$
The other two products of deltas are preserved in the same way, with the indices paired differently.

In the proof `hG` is the orthogonality relation. It is used to replace the deltas on the right by products of rotation entries, after which the two sides agree as polynomials.

```lean
/-- A Lamé tensor is unchanged by every rotation of the plane. -/
theorem rotate_lame (θ lam mu : ℝ) : rotate θ (lame lam mu) = lame lam mu := by
  -- orthogonality of the rotation matrix
  have hG : ∀ i j, rotation θ i 0 * rotation θ j 0 + rotation θ i 1 * rotation θ j 1
      = δ i j := by
    intro i j
    fin_cases i <;> fin_cases j <;> simp [rotation] <;>
      nlinarith [Real.sin_sq_add_cos_sq θ]
  obtain ⟨d1, d2, d3, d4⟩ : δ 0 0 = 1 ∧ δ 0 1 = 0 ∧ δ 1 0 = 0 ∧ δ 1 1 = 1 := by simp
  funext i j k l
  simp only [rotate, lame, Fin.sum_univ_two, d1, d2, d3, d4]
  rw [← hG i j, ← hG k l, ← hG i k, ← hG j l, ← hG i l, ← hG j k]
  ring
```

## (d) Recognising a Lamé tensor

Let $C$ have the index symmetries, and suppose that $C_{11}=C_{22}$, $C_{16}=C_{26}=0$ and $C_{66}=(C_{11}-C_{12})/2$. Show that
$$C_{ijkl}=C_{12}\,\delta_{ij}\delta_{kl}+C_{66}(\delta_{ik}\delta_{jl}+\delta_{il}\delta_{jk}).$$

The right-hand side has 00,00 and 11,11 components $C_{12}+2C_{66}=C_{11}=C_{22}$. Its 00,11 component is $C_{12}$ and its 01,01 component is $C_{66}$. The 00,01 and 11,01 components vanish. Both sides have the index symmetries, so by (a) these six comparisons are enough.

Lean runs through all sixteen index choices and closes each with `linarith`.

```lean
/-- An elastic tensor with C11 = C22, C16 = C26 = 0 and C66 = (C11 - C12)/2 is the Lamé
tensor with constants C12 and C66. -/
theorem eq_lame {C : Tensor4} (hC : HookeSymmetric C) (h1 : C 0 0 0 0 = C 1 1 1 1)
    (h2 : C 0 0 0 1 = 0) (h3 : C 1 1 0 1 = 0)
    (h4 : C 0 1 0 1 = (C 0 0 0 0 - C 0 0 1 1) / 2) :
    C = lame (C 0 0 1 1) (C 0 1 0 1) := by
  obtain ⟨s1, s2, s3, s4, s5, s6, s7, s8, s9, s10⟩ := hC.components
  obtain ⟨d1, d2, d3, d4⟩ : δ 0 0 = 1 ∧ δ 0 1 = 0 ∧ δ 1 0 = 0 ∧ δ 1 1 = 1 := by simp
  have h : ∀ i j k l, C i j k l = lame (C 0 0 1 1) (C 0 1 0 1) i j k l := by
    simp only [Fin.forall_fin_two, lame, d1, d2, d3, d4]
    repeat' apply And.intro
    all_goals linarith
  funext i j k l
  exact h i j k l
```

## (e) One rotation that forces isotropy

Let $C$ have the index symmetries and be invariant under a single rotation by $\theta$ with $\sin2\theta\neq0$, that is, one that is not a multiple of a quarter turn. Show that
$$C_{11}=C_{22},\quad C_{16}=C_{26}=0,\quad C_{66}=\tfrac12(C_{11}-C_{12}),$$
and that $C$ is invariant under every rotation.

Invariance and (b) give $A_2=e^{2\mathrm{i}\theta}A_2$ and $A_4=e^{4\mathrm{i}\theta}A_4$. Neither phase equals 1: $\cos2\theta=1$ would force $\sin2\theta=0$, and $\cos4\theta=1-2\sin^22\theta<1$. Both amplitudes therefore vanish. The real part of $A_2$ gives $C_{11}=C_{22}$. The imaginary parts give $C_{16}+C_{26}=0$ and $C_{16}-C_{26}=0$, so both constants are zero. The real part of $A_4$ becomes $2C_{11}-2C_{12}-4C_{66}=0$, which is the last relation. By (d) the tensor is a Lamé tensor, and by (c) every rotation leaves it unchanged.

The hypothesis `rotate θ C = C` is equality of all sixteen components. Inside the proof, `key` says that a number unchanged by a nontrivial phase is zero; `c2` and `c4` supply the two cosine conditions.

```lean
/-- If an elastic tensor is invariant under one rotation by `θ` with `sin 2θ ≠ 0`, then
C11 = C22, C16 = C26 = 0, C66 = (C11 - C12)/2, and it is invariant under every rotation. -/
theorem isotropic_of_rotation {C : Tensor4} (hC : HookeSymmetric C) {θ : ℝ}
    (hθ : Real.sin (2 * θ) ≠ 0) (h : rotate θ C = C) :
    (C 0 0 0 0 = C 1 1 1 1 ∧ C 0 0 0 1 = 0 ∧ C 1 1 0 1 = 0 ∧
      C 0 1 0 1 = (C 0 0 0 0 - C 0 0 1 1) / 2) ∧ ∀ φ, rotate φ C = C := by
  -- an amplitude that is unchanged by a non-trivial phase vanishes
  have key : ∀ (x : ℝ) (z : ℂ), Real.cos x ≠ 1 →
      z = Complex.exp ((x : ℂ) * Complex.I) * z → z = 0 := by
    intro x z hx hz
    by_contra h0
    have h1 : Complex.exp ((x : ℂ) * Complex.I) = 1 := by
      apply mul_right_cancel₀ h0
      rw [one_mul]
      exact hz.symm
    apply hx
    rw [← Complex.exp_ofReal_mul_I_re, h1, Complex.one_re]
  have hp := Real.sin_sq_add_cos_sq (2 * θ)
  have hsq : 0 < Real.sin (2 * θ) ^ 2 := by positivity
  have c2 : Real.cos (2 * θ) ≠ 1 := by
    intro hc
    rw [hc] at hp
    linarith
  have c4 : Real.cos (4 * θ) ≠ 1 := by
    intro hc
    rw [show 4 * θ = 2 * θ + 2 * θ by ring, Real.cos_add] at hc
    nlinarith
  obtain ⟨e2, e4⟩ := amplitudes_rotate hC θ
  rw [h] at e2 e4
  have a2 := congrArg Complex.re (key _ _ c2 e2)
  have b2 := congrArg Complex.im (key _ _ c2 e2)
  have a4 := congrArg Complex.re (key _ _ c4 e4)
  have b4 := congrArg Complex.im (key _ _ c4 e4)
  simp only [twofold, fourfold, Complex.zero_re, Complex.zero_im] at a2 b2 a4 b4
  refine ⟨⟨by linarith, by linarith, by linarith, by linarith⟩, fun φ => ?_⟩
  rw [eq_lame hC (by linarith) (by linarith) (by linarith) (by linarith)]
  exact rotate_lame φ _ _
```

## (f) The hexagonal sheet

Show that for a tensor with the index symmetries
$$C'=C\ \text{ at }\ \theta=\tfrac{2\pi}{3}$$
already implies the four relations of (e) and invariance under every rotation.

It is enough to check the angle: $\sin(4\pi/3)=-\sin(\pi/3)=-\sqrt3/2\neq0$. Lean needs only $\sin(\pi/3)>0$, which holds because $\pi/3$ lies between 0 and $\pi$.

```lean
/-- For a tensor with the elastic index symmetries, invariance under the 120 degree rotation gives
C11 = C22, C16 = C26 = 0, C66 = (C11 - C12)/2 and invariance under every rotation. -/
theorem hexagonal_sheet_isotropic {C : Tensor4} (hC : HookeSymmetric C)
    (h : rotate (2 * Real.pi / 3) C = C) :
    (C 0 0 0 0 = C 1 1 1 1 ∧ C 0 0 0 1 = 0 ∧ C 1 1 0 1 = 0 ∧
      C 0 1 0 1 = (C 0 0 0 0 - C 0 0 1 1) / 2) ∧ ∀ φ, rotate φ C = C := by
  refine isotropic_of_rotation hC ?_ h
  have hpos : 0 < Real.sin (Real.pi / 3) :=
    Real.sin_pos_of_pos_of_lt_pi (by linarith [Real.pi_pos]) (by linarith [Real.pi_pos])
  rw [show 2 * (2 * Real.pi / 3) = Real.pi / 3 + Real.pi by ring, Real.sin_add_pi]
  exact neg_ne_zero.mpr hpos.ne'
```

A rotation by 120° about the centre of a hexagon maps the graphene lattice onto itself. Its zigzag and armchair stiffness are thus equal in this linear, in-plane model. In a first-principles calculation of these constants for a hexagonal sheet, one can fit $C_{11}$ and $C_{12}$ from strained cells and obtain $C_{66}$ from the relation. If all six are fitted independently, then $C_{11}-C_{22}$, $C_{16}$, $C_{26}$ and $C_{66}-(C_{11}-C_{12})/2$ should vanish within numerical error. Here $C_{66}$ is the tensor component $C_{0101}$; in Mandel notation the stored shear entry is $2C_{66}$ and should equal $C_{11}-C_{12}$.

## (g) Tensors that meet the hypotheses

Show that for all real $\lambda$ and $\mu$ the Lamé tensor $L$ satisfies
$$L_{ijkl}=L_{jikl}=L_{klij},\qquad L'=L\ \text{ at }\ \theta=\tfrac{2\pi}{3}.$$

Exchanging $i$ and $j$ leaves $\delta_{ij}\delta_{kl}$ alone and swaps the two terms multiplied by $\mu$. Exchanging the pairs $ij$ and $kl$ leaves each of the three products unchanged. The rotation is a case of (c).

Lean checks the index symmetries component by component and cites `rotate_lame` for the rotation.

```lean
/-- Every Lamé tensor has the elastic index symmetries and is invariant under the 120 degree
rotation. -/
theorem hexagonal_sheet_witness (lam mu : ℝ) :
    HookeSymmetric (lame lam mu) ∧
      rotate (2 * Real.pi / 3) (lame lam mu) = lame lam mu := by
  refine ⟨⟨?_, ?_⟩, rotate_lame _ _ _⟩ <;> intro i j k l <;>
    fin_cases i <;> fin_cases j <;> fin_cases k <;> fin_cases l <;> simp [lame]
```

## (h) Quarter turns are not enough

Let $S$ have $S_{11}=S_{22}=1$ and all other components zero.

```lean
/-- The elastic tensor with C11 = C22 = 1 and all other components zero. -/
def squareSheet : Tensor4 := fun i j k l => if i = j ∧ j = k ∧ k = l then 1 else 0
```

Show that
$$S'=S\quad\Longleftrightarrow\quad\sin2\theta=0.$$

If $S$ were invariant with $\sin2\theta\neq0$, then (e) would give $S_{66}=(S_{11}-S_{12})/2$, that is, $0=1/2$.

Conversely, $\sin2\theta=2\sin\theta\cos\theta=0$ means that one of sine and cosine vanishes and the other is $\pm1$. Each row of $R$ then has a single nonzero entry, a sign, and different rows have it in different columns. A rotated component is a component of $S$ with relabelled indices, times four signs. It is nonzero only when all four indices agree, and then the product of signs is 1.

The condition in (e) is therefore sharp: a quarter turn preserves $S$, although $S$ is anisotropic. As a material $S$ would be only marginally stable, since $S_{66}=0$, but it settles the algebraic question. The Lean proof follows the same two directions, with the four sign cases checked by `simp`.

```lean
/-- The tensor `squareSheet` is invariant under the rotation by `θ` exactly when
`sin 2θ = 0`. -/
theorem squareSheet_invariant_iff (θ : ℝ) :
    rotate θ squareSheet = squareSheet ↔ Real.sin (2 * θ) = 0 := by
  constructor
  · intro h
    by_contra hθ
    have hS : HookeSymmetric squareSheet := by
      constructor <;> intro i j k l <;>
        fin_cases i <;> fin_cases j <;> fin_cases k <;> fin_cases l <;> simp [squareSheet]
    have h4 := (isotropic_of_rotation hS hθ h).1.2.2.2
    norm_num [squareSheet] at h4
  · intro h
    have hp := Real.sin_sq_add_cos_sq θ
    have pm : ∀ x : ℝ, x ^ 2 = 1 → x = 1 ∨ x = -1 := by
      intro x hx
      have h3 : (x - 1) * (x + 1) = 0 := by linear_combination hx
      rcases mul_eq_zero.mp h3 with h3 | h3
      · left; linarith
      · right; linarith
    have hsc : Real.sin θ * Real.cos θ = 0 := by
      rw [Real.sin_two_mul] at h
      linarith
    -- one of sine and cosine vanishes, the other is 1 or -1
    rcases mul_eq_zero.mp hsc with h0 | h0
    · rcases pm (Real.cos θ) (by rw [h0] at hp; linarith) with h2 | h2 <;>
        funext i j k l <;> fin_cases i <;> fin_cases j <;> fin_cases k <;> fin_cases l <;>
        simp [rotate, rotation, Fin.sum_univ_two, squareSheet, h0, h2]
    · rcases pm (Real.sin θ) (by rw [h0] at hp; linarith) with h2 | h2 <;>
        funext i j k l <;> fin_cases i <;> fin_cases j <;> fin_cases k <;> fin_cases l <;>
        simp [rotate, rotation, Fin.sum_univ_two, squareSheet, h0, h2]

end

end HexagonalSheetElasticity
```

```lean
#print axioms HexagonalSheetElasticity.isotropic_of_rotation
#print axioms HexagonalSheetElasticity.hexagonal_sheet_isotropic
#print axioms HexagonalSheetElasticity.squareSheet_invariant_iff
```

```
'HexagonalSheetElasticity.isotropic_of_rotation' depends on axioms: [propext, Classical.choice, Quot.sound]
'HexagonalSheetElasticity.hexagonal_sheet_isotropic' depends on axioms: [propext, Classical.choice, Quot.sound]
'HexagonalSheetElasticity.squareSheet_invariant_iff' depends on axioms: [propext, Classical.choice, Quot.sound]
```
